# The halves of all vectors in a companion Krylov space of order m span at most m + 1 dimensions

Let $A$ and $B$ be linear operators on a vector space $V$ over a field, for instance $n\times n$ matrices acting on $n$-vectors. Let

$$L=\begin{pmatrix}A&B\\ I&0\end{pmatrix},\qquad L(x,y)=(Ax+By,\;x),$$

and let $\mathcal K_m$ be the span of $(u,w),\,L(u,w),\dots,L^{m-1}(u,w)$. The upper and lower halves of all vectors in $\mathcal K_m$ together span a space $H_m\subseteq V$ with

$$\dim H_m\le m+1 .$$

Counting two halves for each of the $m$ generators gives the bound $2m$, which is larger than $m+1$ when $m\ge2$. For every $m\ge1$ there is an example with $\dim H_m=m+1$.

## Storage in quadratic eigensolvers

The operator $L$ linearises the quadratic eigenproblem $\mu^2y=\mu Ay+By$. Free vibrations $e^{\mu t}y$ of a discretised linear structure with viscous damping have this form: with an invertible mass matrix $M$, damping matrix $C$ and stiffness matrix $S$, the equation $(\mu^2M+\mu C+S)y=0$ gives $A=-M^{-1}C$ and $B=-M^{-1}S$.

A plain Arnoldi code for $L$ stores $m$ basis vectors of length $2n$, which is $2mn$ numbers. A two-level code stores $d\le m+1$ vectors $q_i$ of length $n$ and, for each Krylov basis vector, two short coefficient lists. This takes at most $(m+1)n+2m(m+1)$ numbers, about half as many when $n\gg m\gg1$. At $m=1$ the bound guarantees no saving.

## Consecutive Krylov vectors share a half

**Eigenvectors.** The equation $L(x,y)=\mu(x,y)$ reads $Ax+By=\mu x$ and $x=\mu y$. Substituting the second equation into the first gives $\mu Ay+By=\mu^2y$. Conversely, a solution $y$ of this equation together with $x=\mu y$ satisfies both.

**Recurrence.** Define

$$r_0=w,\qquad r_1=u,\qquad r_{k+2}=Ar_{k+1}+Br_k .$$

Then $L^k(u,w)=(r_{k+1},r_k)$. This holds at $k=0$, and if it holds at $k$, then

$$L^{k+1}(u,w)=(Ar_{k+1}+Br_k,\;r_{k+1})=(r_{k+2},r_{k+1}).$$

**Counting.** Taking one half of a pair is a linear map, so it sends a span to the span of the images. For $k=0,\dots,m-1$, the upper halves span $\langle r_1,\dots,r_m\rangle$ and the lower halves span $\langle r_0,\dots,r_{m-1}\rangle$. Both lie in $\langle r_0,\dots,r_m\rangle$, which has $m+1$ generators, and the bound follows. For $m\ge1$ every $r_k$ with $0\le k\le m$ occurs as a half, so $H_m=\langle r_0,\dots,r_m\rangle$. For $m=0$ the space $H_0$ is zero.

**Storage.** Choose a basis $q_1,\dots,q_d$ of $H_m$, with $d\le m+1$. Both halves of any vector in $\mathcal K_m$ lie in $H_m$, so the vector equals $\left(\sum_i a_iq_i,\ \sum_i b_iq_i\right)$ for some coefficients $a_i,b_i$.

**Sharpness.** Take a chain with sites $0,\dots,m$ and unit vectors $e_k$. Let $Ae_k=e_{k+1}$ for $k<m$, $Ae_m=0$, $B=0$, $w=e_0$ and $u=e_1$. The recurrence gives $r_k=e_k$ for $k\le m$, and these $m+1$ vectors are linearly independent.

## The bound and its sharpness in Lean

```lean
import Mathlib

open Module

namespace SecondOrderKrylov

noncomputable section

variable {K V : Type*} [Field K] [AddCommGroup V] [Module K V]

/-- The companion operator `L = [[A, B], [1, 0]]`, acting on pairs by
`(x, y) ↦ (A x + B y, x)`. -/
def companion (A B : V →ₗ[K] V) : Module.End K (V × V) :=
  (A.coprod B).prod (LinearMap.fst K V V)

/-- The Krylov space of order `m`: the span of `x, L x, …, L^(m-1) x`. -/
def krylov {E : Type*} [AddCommGroup E] [Module K E]
    (L : Module.End K E) (x : E) (m : ℕ) : Submodule K E :=
  Submodule.span K (Set.range fun k : Fin m => (L ^ (k : ℕ)) x)

/-- The space spanned by the upper and lower halves of all vectors in the Krylov space
of the companion operator started from `(u, w)`. -/
def halfSpace (A B : V →ₗ[K] V) (u w : V) (m : ℕ) : Submodule K V :=
  (krylov (companion A B) (u, w) m).map (LinearMap.fst K V V) ⊔
    (krylov (companion A B) (u, w) m).map (LinearMap.snd K V V)

/-- The second-order recurrence `r₀ = w`, `r₁ = u`, `r_(k+2) = A r_(k+1) + B r_k`. -/
def recurrence (A B : V →ₗ[K] V) (u w : V) : ℕ → V
  | 0 => w
  | 1 => u
  | k + 2 => A (recurrence A B u w (k + 1)) + B (recurrence A B u w k)

/-- The eigenvalue equation of the companion operator for `(x, y)` is equivalent to
`x = μ y` together with the quadratic eigenvalue equation `μ² y = μ A y + B y`. -/
theorem companion_eigen_iff (A B : V →ₗ[K] V) (μ : K) (x y : V) :
    companion A B (x, y) = μ • (x, y) ↔
      x = μ • y ∧ μ ^ 2 • y = μ • A y + B y := by
  constructor
  · intro h
    have h1 : A x + B y = μ • x := congrArg Prod.fst h
    have h2 : x = μ • y := congrArg Prod.snd h
    refine ⟨h2, ?_⟩
    rw [h2, map_smul] at h1
    rw [pow_two, mul_smul]
    exact h1.symm
  · rintro ⟨rfl, h⟩
    have h1 : A (μ • y) + B y = μ • (μ • y) := by
      rw [map_smul, ← h, pow_two, mul_smul]
    exact Prod.ext h1 rfl

/-- The `k`-th Krylov vector of the companion operator consists of two consecutive
members of the second-order recurrence. -/
theorem companion_pow (A B : V →ₗ[K] V) (u w : V) (k : ℕ) :
    (companion A B ^ k) (u, w) =
      (recurrence A B u w (k + 1), recurrence A B u w k) := by
  induction k with
  | zero => simp [recurrence]
  | succ k ih =>
    rw [pow_succ', Module.End.mul_apply, ih]
    rfl

/-- All halves of the Krylov vectors lie in the span of `r₀, …, r_m`. -/
theorem halfSpace_le (A B : V →ₗ[K] V) (u w : V) (m : ℕ) :
    halfSpace A B u w m ≤
      Submodule.span K (Set.range fun k : Fin (m + 1) => recurrence A B u w k) := by
  unfold halfSpace krylov
  apply sup_le
  · -- the upper half of the k-th vector is r_(k+1)
    rw [Submodule.map_span, Submodule.span_le]
    rintro _ ⟨_, ⟨k, rfl⟩, rfl⟩
    simp only [companion_pow, LinearMap.fst_apply, SetLike.mem_coe]
    exact Submodule.subset_span ⟨⟨k + 1, Nat.succ_lt_succ k.isLt⟩, rfl⟩
  · -- the lower half of the k-th vector is r_k
    rw [Submodule.map_span, Submodule.span_le]
    rintro _ ⟨_, ⟨k, rfl⟩, rfl⟩
    simp only [companion_pow, LinearMap.snd_apply, SetLike.mem_coe]
    exact Submodule.subset_span ⟨⟨k, k.isLt.trans (Nat.lt_succ_self m)⟩, rfl⟩

/-- For `m ≥ 1` the space spanned by the halves of the Krylov vectors equals the span of `r₀, …,
r_m`. -/
theorem halfSpace_eq (A B : V →ₗ[K] V) (u w : V) {m : ℕ} (hm : 1 ≤ m) :
    halfSpace A B u w m =
      Submodule.span K (Set.range fun k : Fin (m + 1) => recurrence A B u w k) := by
  refine le_antisymm (halfSpace_le A B u w m) ?_
  have mem : ∀ k < m, (recurrence A B u w (k + 1), recurrence A B u w k) ∈
      krylov (companion A B) (u, w) m := by
    intro k hk
    rw [← companion_pow]
    exact Submodule.subset_span ⟨⟨k, hk⟩, rfl⟩
  rw [Submodule.span_le]
  rintro _ ⟨⟨k, hk⟩, rfl⟩
  cases k with
  | zero => exact Submodule.mem_sup_right (Submodule.mem_map.2 ⟨_, mem 0 hm, rfl⟩)
  | succ k =>
    exact Submodule.mem_sup_left
      (Submodule.mem_map.2 ⟨_, mem k (Nat.lt_of_succ_lt_succ hk), rfl⟩)

/-- The upper and lower halves of all vectors in the Krylov space of order `m` together
span a finite-dimensional space of dimension at most `m + 1`. -/
theorem finrank_halfSpace_le (A B : V →ₗ[K] V) (u w : V) (m : ℕ) :
    FiniteDimensional K (halfSpace A B u w m) ∧
      finrank K (halfSpace A B u w m) ≤ m + 1 := by
  have hle := halfSpace_le A B u w m
  have : FiniteDimensional K
      (Submodule.span K (Set.range fun k : Fin (m + 1) => recurrence A B u w k)) :=
    FiniteDimensional.span_of_finite K (Set.finite_range _)
  -- m + 1 generators give dimension at most m + 1
  have hc := finrank_range_le_card (R := K)
    (fun k : Fin (m + 1) => recurrence A B u w k)
  rw [Fintype.card_fin] at hc
  exact ⟨Submodule.finiteDimensional_of_le hle, (Submodule.finrank_mono hle).trans hc⟩

/-- Two-level storage: at most `m + 1` linearly independent vectors `q i` suffice to write
both halves of every vector in the Krylov space of order `m` by coefficients. -/
theorem two_level_storage (A B : V →ₗ[K] V) (u w : V) (m : ℕ) :
    ∃ d ≤ m + 1, ∃ q : Fin d → V, LinearIndependent K q ∧
      ∀ x ∈ krylov (companion A B) (u, w) m,
        ∃ a b : Fin d → K, x = (∑ i, a i • q i, ∑ i, b i • q i) := by
  obtain ⟨hfin, hdim⟩ := finrank_halfSpace_le A B u w m
  have := hfin
  let e := Module.finBasis K (halfSpace A B u w m)
  -- every vector of the half space is a combination of the basis vectors
  have key : ∀ y ∈ halfSpace A B u w m,
      ∃ a : Fin (finrank K (halfSpace A B u w m)) → K, y = ∑ i, a i • (e i : V) := by
    intro y hy
    refine ⟨fun i => e.repr ⟨y, hy⟩ i, ?_⟩
    have h := congrArg (halfSpace A B u w m).subtype (e.sum_repr ⟨y, hy⟩)
    rw [map_sum] at h
    exact h.symm
  refine ⟨_, hdim, fun i => (e i : V), ?_, ?_⟩
  · exact e.linearIndependent.map' (halfSpace A B u w m).subtype (Submodule.ker_subtype _)
  · intro x hx
    obtain ⟨a, ha⟩ := key x.1 (Submodule.mem_sup_left (Submodule.mem_map.2 ⟨x, hx, rfl⟩))
    obtain ⟨b, hb⟩ := key x.2 (Submodule.mem_sup_right (Submodule.mem_map.2 ⟨x, hx, rfl⟩))
    exact ⟨a, b, Prod.ext ha hb⟩

/-- The unit vector on site `k` of a chain with sites `0, …, m` (zero if `k > m`). -/
def site (F : Type*) [Field F] (m k : ℕ) : Fin (m + 1) → F :=
  fun i => if (i : ℕ) = k then 1 else 0

/-- The shift operator on the chain, moving every amplitude one site up and dropping
the amplitude of the last site. -/
def shift (F : Type*) [Field F] (m : ℕ) : (Fin (m + 1) → F) →ₗ[F] (Fin (m + 1) → F) where
  toFun v i := if (i : ℕ) = 0 then 0 else v ⟨i - 1, (Nat.sub_le _ _).trans_lt i.isLt⟩
  map_add' v v' := by
    ext i
    simp only [Pi.add_apply]
    split_ifs <;> simp
  map_smul' c v := by
    ext i
    simp only [Pi.smul_apply, RingHom.id_apply]
    split_ifs <;> simp

/-- With `A` the shift, `B = 0`, `u = site F m 1` and `w = site F m 0`, the `k`-th member of the
second-order recurrence is `site F m k` (zero if `k > m`). -/
theorem recurrence_shift (F : Type*) [Field F] (m k : ℕ) :
    recurrence (shift F m) 0 (site F m 1) (site F m 0) k = site F m k := by
  have hs : ∀ j, shift F m (site F m j) = site F m (j + 1) := by
    intro j
    ext i
    change (if (i : ℕ) = 0 then (0 : F) else if (i : ℕ) - 1 = j then 1 else 0) =
      if (i : ℕ) = j + 1 then 1 else 0
    split_ifs <;> first | rfl | (exfalso; omega)
  have h : recurrence (shift F m) 0 (site F m 1) (site F m 0) k = site F m k ∧
      recurrence (shift F m) 0 (site F m 1) (site F m 0) (k + 1) = site F m (k + 1) := by
    induction k with
    | zero => exact ⟨rfl, rfl⟩
    | succ k ih =>
      refine ⟨ih.2, ?_⟩
      rw [recurrence, ih.2, hs, LinearMap.zero_apply, add_zero]
  exact h.1

/-- For every `m ≥ 1`, with `A` the shift on a chain of `m + 1` sites, `B = 0`, and the unit vectors
on sites 1 and 0 as `u` and `w`, the halves of the vectors in the Krylov space of order `m` span a
space of dimension exactly `m + 1`. -/
theorem finrank_halfSpace_shift (F : Type*) [Field F] {m : ℕ} (hm : 1 ≤ m) :
    finrank F (halfSpace (shift F m) 0 (site F m 1) (site F m 0) m) = m + 1 := by
  have htop : halfSpace (shift F m) 0 (site F m 1) (site F m 0) m = ⊤ := by
    rw [halfSpace_eq _ _ _ _ hm, eq_top_iff]
    intro v _
    -- expand v in the site basis
    have hv : v = ∑ i : Fin (m + 1), v i • site F m i := by
      ext j
      simp [site, Finset.sum_apply, Fin.val_inj]
    rw [hv]
    exact Submodule.sum_mem _ fun i _ =>
      Submodule.smul_mem _ _ (Submodule.subset_span ⟨i, recurrence_shift F m i⟩)
  rw [htop, finrank_top, Module.finrank_fin_fun]

end

end SecondOrderKrylov
```

```lean
#print axioms SecondOrderKrylov.companion_eigen_iff
-- 'SecondOrderKrylov.companion_eigen_iff' depends on axioms: [propext, Quot.sound]
#print axioms SecondOrderKrylov.finrank_halfSpace_le
-- 'SecondOrderKrylov.finrank_halfSpace_le' depends on axioms: [propext, Classical.choice, Quot.sound]
#print axioms SecondOrderKrylov.two_level_storage
-- 'SecondOrderKrylov.two_level_storage' depends on axioms: [propext, Classical.choice, Quot.sound]
#print axioms SecondOrderKrylov.finrank_halfSpace_shift
-- 'SecondOrderKrylov.finrank_halfSpace_shift' depends on axioms: [propext, Classical.choice, Quot.sound]
```

## What the theorems say about A, B and the basis

The type `V` is any vector space over the field `K`; $n$-vectors are the case `Fin n → K`. `companion A B` is $L$, acting on pairs in `V × V` with the upper half first. `krylov` is the span of the powers with exponents $0,\dots,m-1$, and `halfSpace` is $H_m$, the sum (`⊔`) of the two coordinate projections of the Krylov space.

`finrank_halfSpace_le` holds for all `A`, `B`, `u`, `w` and `m`, including $m=0$. It states finite-dimensionality separately because `finrank` returns 0 for an infinite-dimensional space, where the inequality alone would say nothing.

`two_level_storage` provides linearly independent vectors `q i` and, for every vector in the Krylov space, coefficient lists `a` and `b`. It is an existence statement in exact arithmetic. The $q_i$ are not required to be orthonormal, since a general field has no inner product; over the real or complex numbers, Gram–Schmidt makes them so without changing their span. Rounding errors, the updating of the basis from one step to the next, and the convergence of eigenvalues are not addressed.

`finrank_halfSpace_shift` shows that, for each $m\ge1$, no smaller bound depending on $m$ alone holds for all operators and starting vectors. Particular problems can give a smaller dimension.

## How the Lean proofs follow the derivation

- `companion_eigen_iff` splits the eigenvalue equation into its two components and substitutes $x=\mu y$. It also admits the zero pair, which an eigenvector excludes.
- `companion_pow` is the induction for $L^k(u,w)$. `pow_succ'` splits off one factor of $L$, and `rfl` closes the step because the recurrence is defined to match.
- `halfSpace_le` treats the two projections separately. `Submodule.map_span` moves each projection inside the span, and each generator is then identified as $r_{k+1}$ or $r_k$.
- `halfSpace_eq` adds the reverse inclusion for $m\ge1$: $r_0$ is the lower half of the first Krylov vector, and $r_{k+1}$ is the upper half of $L^k(u,w)$.
- `finrank_halfSpace_le` combines the inclusion with `finrank_range_le_card`, which bounds the dimension of a span by the number of its generators.
- `two_level_storage` takes a basis of the half space and reads off the coordinates of each half.
- `recurrence_shift` proves $r_k=e_k$ by an induction that carries two consecutive members. `finrank_halfSpace_shift` then expands an arbitrary vector in the site basis, so the half space is all of `Fin (m + 1) → F`, with dimension $m+1$.
